# Slater-Condon and Racah parameters of an f shell: the conversion and its inverse

A multiplet calculation for an ion with an open f shell can take its radial repulsion integrals from an atomic code as Slater integrals, while the angular coefficients it needs are tabulated for Racah parameters. One way to proceed is to convert the integrals to Racah parameters before the energy matrix is built, and to convert fitted Racah parameters back for comparison with computed integrals. This is consistent when the two conversions are inverse linear maps, which is proved below. The result bears on the electrostatic part of the energy within a single f configuration, without spin-orbit coupling, crystal field or configuration mixing.

```lean
import Mathlib

open Finset

namespace FShellRacah

noncomputable section
```

## Three sets of parameters

For a radial function \(R(r)\) of the f orbital, and in atomic units, the Slater integrals are
\[
F^k=\int_0^\infty\!\!\int_0^\infty R(r_1)^2R(r_2)^2\,\frac{r_<^{\,k}}{r_>^{\,k+1}}\,r_1^2r_2^2\,dr_1\,dr_2,\qquad k=0,2,4,6,
\]
with \(r_<\) and \(r_>\) the smaller and the larger of \(r_1,r_2\). The reduced parameters \(F_k\), written with a subscript, are the \(F^k\) divided by fixed numbers that make the angular coefficients in the f² term energies integers. The Racah parameters \(E^0,\dots,E^3\) are linear combinations of the \(F_k\). All superscripts on \(F\) and \(E\) are labels and never powers. In Lean each set is a record of four unrestricted real numbers: the field `F2` is the reduced \(F_2\), and `E2` is \(E^2\). The integral above does not enter the formal development.

```lean
/-- The reduced Slater-Condon parameters `F₀, F₂, F₄, F₆` of an f shell. -/
@[ext] structure Slater where
  F0 : ℝ
  F2 : ℝ
  F4 : ℝ
  F6 : ℝ

/-- The Racah parameters `E⁰, E¹, E², E³` of an f shell. -/
@[ext] structure Racah where
  E0 : ℝ
  E1 : ℝ
  E2 : ℝ
  E3 : ℝ
```

The Racah parameters are defined by
\[
E^0=F_0-10F_2-33F_4-286F_6,\qquad E^1=\tfrac19(70F_2+231F_4+2002F_6),
\]
\[
E^2=\tfrac19(F_2-3F_4+7F_6),\qquad E^3=\tfrac13(5F_2+6F_4-91F_6).
\]

```lean
/-- Racah parameters as combinations of the reduced Slater-Condon parameters. -/
def toRacah (F : Slater) : Racah where
  E0 := F.F0 - 10 * F.F2 - 33 * F.F4 - 286 * F.F6
  E1 := (70 * F.F2 + 231 * F.F4 + 2002 * F.F6) / 9
  E2 := (F.F2 - 3 * F.F4 + 7 * F.F6) / 9
  E3 := (5 * F.F2 + 6 * F.F4 - 91 * F.F6) / 3
```

The candidate inverse is
\[
F_0=E^0+\tfrac97E^1,\qquad F_2=\tfrac1{42}(E^1+143E^2+11E^3),
\]
\[
F_4=\tfrac1{77}(E^1-130E^2+4E^3),\qquad F_6=\tfrac1{462}(E^1+35E^2-7E^3).
\]
At this point `toSlater` is only a second map; that it inverts `toRacah` is proved below.

```lean
/-- Reduced Slater-Condon parameters as combinations of the Racah parameters. -/
def toSlater (E : Racah) : Slater where
  F0 := E.E0 + 9 * E.E1 / 7
  F2 := (E.E1 + 143 * E.E2 + 11 * E.E3) / 42
  F4 := (E.E1 - 130 * E.E2 + 4 * E.E3) / 77
  F6 := (E.E1 + 35 * E.E2 - 7 * E.E3) / 462
```

The reduction is \(F_0=F^0\), \(F_2=F^2/225\), \(F_4=F^4/1089\) and \(F_6=25F^6/184041\), which is a division by \(7361.64\). The code writes `G0`, `G2`, `G4`, `G6` for the integrals \(F^0,F^2,F^4,F^6\).

```lean
/-- Reduced parameters from the radial Slater integrals `F⁰, F², F⁴, F⁶` (written `G0 … G6`):
`F₀ = F⁰`, `F₂ = F²/225`, `F₄ = F⁴/1089`, `F₆ = 25 F⁶/184041`. -/
def ofIntegrals (G0 G2 G4 G6 : ℝ) : Slater where
  F0 := G0
  F2 := G2 / 225
  F4 := G4 / 1089
  F6 := 25 * G6 / 184041
```

## The three-parameter equivalence

Assume the definitions of \(E^1,E^2,E^3\), and write \(E^3=(15F_2+18F_4-273F_6)/9\) so that all three have the denominator 9. Then
\[
9(E^1+143E^2+11E^3)=(70+143+165)F_2+(231-429+198)F_4+(2002+1001-3003)F_6=378F_2,
\]
\[
9(E^1-130E^2+4E^3)=(70-130+60)F_2+(231+390+72)F_4+(2002-910-1092)F_6=693F_4,
\]
\[
9(E^1+35E^2-7E^3)=(70+35-105)F_2+(231-105-126)F_4+(2002+245+1911)F_6=4158F_6 .
\]
Since \(378=9\cdot42\), \(693=9\cdot77\) and \(4158=9\cdot462\), these are the three inverse formulas.

Conversely, assume the inverse formulas and set \(A=E^1+143E^2+11E^3\), \(B=E^1-130E^2+4E^3\), \(C=E^1+35E^2-7E^3\). Over the common denominator 462 they read \(F_2=11A/462\), \(F_4=6B/462\), \(F_6=C/462\). Then
\[
70F_2+231F_4+2002F_6=\tfrac53A+3B+\tfrac{13}3C=9E^1,
\]
because the coefficient of \(E^2\) is \(\tfrac{715}3-390+\tfrac{455}3=0\) and that of \(E^3\) is \(\tfrac{55}3+12-\tfrac{91}3=0\). In the same way
\[
F_2-3F_4+7F_6=\frac{11A-18B+7C}{462}=\frac{4158E^2}{462}=9E^2,
\]
\[
5F_2+6F_4-91F_6=\frac{55A+36B-91C}{462}=\frac{1386E^3}{462}=3E^3 .
\]

The theorem `racah_iff_slater` states this for six arbitrary real numbers: the three Racah definitions hold together if and only if the three inverse formulas hold together. There is no sign or size hypothesis. In each direction `rintro ⟨rfl, rfl, rfl⟩` eliminates the three variables that stand alone on the left of the assumed equations, which is the substitution made above, and `ring` collects the coefficients. This pattern is reusable for other pairs of mutually inverse linear conversion formulas with rational coefficients: state the equivalence with free variables, substitute by `rfl`, and let `ring` work with the rational constants, so that no matrix inverse has to be set up.

```lean
/-- The formulas for `E¹, E², E³` in terms of `F₂, F₄, F₆` hold if and only if the formulas
for `F₂, F₄, F₆` in terms of `E¹, E², E³` hold. -/
theorem racah_iff_slater (F2 F4 F6 E1 E2 E3 : ℝ) :
    (E1 = (70 * F2 + 231 * F4 + 2002 * F6) / 9 ∧ E2 = (F2 - 3 * F4 + 7 * F6) / 9 ∧
      E3 = (5 * F2 + 6 * F4 - 91 * F6) / 3) ↔
    (F2 = (E1 + 143 * E2 + 11 * E3) / 42 ∧ F4 = (E1 - 130 * E2 + 4 * E3) / 77 ∧
      F6 = (E1 + 35 * E2 - 7 * E3) / 462) := by
  constructor
  · -- in each combination two of the three Slater parameters cancel
    rintro ⟨rfl, rfl, rfl⟩
    refine ⟨?_, ?_, ?_⟩ <;> ring
  · rintro ⟨rfl, rfl, rfl⟩
    refine ⟨?_, ?_, ?_⟩ <;> ring
```

## Including \(E^0\) and \(F_0\)

The definition of \(E^1\) gives \(\tfrac97E^1=10F_2+33F_4+286F_6\), which is exactly what \(E^0\) subtracts from \(F_0\). Hence \(E^0+\tfrac97E^1=F_0\), and with the other three relations in place the equations for \(E^0\) and for \(F_0\) are equivalent. The theorem `toRacah_eq_iff` says that a Racah record \(E\) is the image of a Slater record \(F\) under `toRacah` if and only if \(F\) is the image of \(E\) under `toSlater`. After the substitution, `ext` splits the equality of records into four equalities of real numbers, each closed by `ring`.

```lean
/-- With `E⁰` and `F₀` included: `E` is the Racah set of `F` if and only if `F` is the
Slater-Condon set of `E`. -/
theorem toRacah_eq_iff (F : Slater) (E : Racah) : toRacah F = E ↔ toSlater E = F := by
  constructor
  · rintro rfl
    ext <;> simp only [toRacah, toSlater] <;> ring
  · rintro rfl
    ext <;> simp only [toRacah, toSlater] <;> ring
```

In a program the conversion is the reduction followed by one constant \(4\times4\) matrix, and a round trip through both matrices returns the input up to rounding. The combination \(\tfrac97E^1\) also occurs in DFT+U work on f shells: in integrals it is \((286F^2+195F^4+250F^6)/6435\), the exchange parameter \(J\) in the convention \(U=F^0\), so that \(E^0=U-J\). That identification is a side remark which Lean has not checked.

## How the coefficients transform

A real matrix element of the repulsion within the configuration, and hence the energy of a term that occurs only once in it, is a linear form \(f_0F_0+f_2F_2+f_4F_4+f_6F_6\) with angular coefficients \(f_k\). Inserting the inverse formulas and collecting the \(E^k\) gives \(e_0E^0+e_1E^1+e_2E^2+e_3E^3\) with
\[
e_0=f_0,\qquad e_1=\tfrac97f_0+\tfrac1{42}f_2+\tfrac1{77}f_4+\tfrac1{462}f_6,
\]
\[
e_2=\tfrac{143}{42}f_2-\tfrac{130}{77}f_4+\tfrac{35}{462}f_6,\qquad e_3=\tfrac{11}{42}f_2+\tfrac4{77}f_4-\tfrac7{462}f_6 .
\]
The coefficients thus transform with the transpose of the matrix of `toSlater`, and \(f_0\) contributes to \(e_1\). For uniqueness, suppose the two forms agree for all parameter values and set one \(F_k\) to 1 and the others to 0:
\[
f_0=e_0,\qquad f_2=-10e_0+\tfrac{70}9e_1+\tfrac19e_2+\tfrac53e_3,
\]
\[
f_4=-33e_0+\tfrac{231}9e_1-\tfrac13e_2+2e_3,\qquad f_6=-286e_0+\tfrac{2002}9e_1+\tfrac79e_2-\tfrac{91}3e_3 .
\]
Combining these four equations with the weights \(\tfrac97,\tfrac1{42},\tfrac1{77},\tfrac1{462}\) isolates \(e_1\), and the weights in the formulas for \(e_2\) and \(e_3\) isolate those.

In `coefficients_iff` the eight coefficients are arbitrary reals, and the agreement is demanded for every `F : Slater`. Agreement at a single set of parameters would be one equation for four unknowns. The facts `h0`, `h2`, `h4`, `h6` are the four equations above, and `linarith` finds the combinations; the converse is again `ring`.

```lean
/-- An energy `∑ fₖ Fₖ` equals `∑ eₖ Eᵏ` for all parameter values if and only if the
coefficients `eₖ` are the stated combinations of the `fₖ`. -/
theorem coefficients_iff (f0 f2 f4 f6 e0 e1 e2 e3 : ℝ) :
    (∀ F : Slater, f0 * F.F0 + f2 * F.F2 + f4 * F.F4 + f6 * F.F6 =
      e0 * (toRacah F).E0 + e1 * (toRacah F).E1 + e2 * (toRacah F).E2 + e3 * (toRacah F).E3) ↔
    (e0 = f0 ∧ e1 = 9 * f0 / 7 + f2 / 42 + f4 / 77 + f6 / 462 ∧
      e2 = 143 * f2 / 42 - 130 * f4 / 77 + 35 * f6 / 462 ∧
      e3 = 11 * f2 / 42 + 4 * f4 / 77 - 7 * f6 / 462) := by
  constructor
  · intro h
    -- switch on one Slater parameter at a time
    have h0 := h ⟨1, 0, 0, 0⟩
    have h2 := h ⟨0, 1, 0, 0⟩
    have h4 := h ⟨0, 0, 1, 0⟩
    have h6 := h ⟨0, 0, 0, 1⟩
    simp only [toRacah] at h0 h2 h4 h6
    refine ⟨?_, ?_, ?_, ?_⟩ <;> linarith
  · rintro ⟨h0, h1, h2, h3⟩ F
    rw [h0, h1, h2, h3]
    simp only [toRacah]
    ring
```

## The terms of f²

Two equivalent f electrons give seven LS terms: \({}^3H,{}^3F,{}^3P,{}^1I,{}^1G,{}^1D,{}^1S\). The constructor names put the letter first, so `H3` is \({}^3H\). The list is entered as data and is not derived from the Pauli principle.

```lean
/-- The seven LS terms ³H, ³F, ³P, ¹I, ¹G, ¹D, ¹S of the configuration f². -/
inductive Term
  | H3 | F3 | P3 | I1 | G1 | D1 | S1
  deriving DecidableEq

/-- The set of f² terms is finite, with the seven listed members. -/
instance : Fintype Term where
  elems := {.H3, .F3, .P3, .I1, .G1, .D1, .S1}
  complete := by
    intro t
    cases t <;> simp
```

A term \(t\) with total spin \(S\) and total orbital angular momentum \(L\) has multiplicity \(2S+1\) and holds \(g_t=(2S+1)(2L+1)\) states.

```lean
/-- Spin multiplicity `2S+1` of a term. -/
def multiplicity : Term → ℕ
  | .H3 => 3 | .F3 => 3 | .P3 => 3 | .I1 => 1 | .G1 => 1 | .D1 => 1 | .S1 => 1

/-- Total orbital angular momentum `L` of a term. -/
def orbitalL : Term → ℕ
  | .H3 => 5 | .F3 => 3 | .P3 => 1 | .I1 => 6 | .G1 => 4 | .D1 => 2 | .S1 => 0

/-- Number of states `(2S+1)(2L+1)` in a term. -/
def degeneracy (t : Term) : ℝ := (multiplicity t : ℝ) * (2 * (orbitalL t : ℝ) + 1)
```

Each term occurs once in f², so the repulsion within the configuration assigns it a single energy \(W(t)\), linear in the \(F_k\); for example \(W({}^3H)=F_0-25F_2-51F_4-13F_6\). The common one-electron energy is left out. The coefficients in `energy` are tabulated values taken as a definition: the angular integration that produces them is not formalised, and every later statement about f² refers to this table.

```lean
/-- Electrostatic energies of the f² terms in reduced Slater-Condon parameters. -/
def energy (F : Slater) : Term → ℝ
  | .H3 => F.F0 - 25 * F.F2 - 51 * F.F4 - 13 * F.F6
  | .F3 => F.F0 - 10 * F.F2 - 33 * F.F4 - 286 * F.F6
  | .P3 => F.F0 + 45 * F.F2 + 33 * F.F4 - 1287 * F.F6
  | .I1 => F.F0 + 25 * F.F2 + 9 * F.F4 + F.F6
  | .G1 => F.F0 - 30 * F.F2 + 97 * F.F4 + 78 * F.F6
  | .D1 => F.F0 + 19 * F.F2 - 99 * F.F4 + 715 * F.F6
  | .S1 => F.F0 + 60 * F.F2 + 198 * F.F4 + 1716 * F.F6
```

The coefficient rule converts the table row by row. For \({}^3H\), over the denominator 462,
\[
e_1=\frac{594-275-306-13}{462}=0,\quad e_2=\frac{-39325+39780-455}{462}=0,\quad e_3=\frac{-3025-1224+91}{462}=-9,
\]
so \(W({}^3H)=E^0-9E^3\). For \({}^1G\), with \((f_0,f_2,f_4,f_6)=(1,-30,97,78)\), the numerators are \(924\), \(-120120\) and \(-1848\), so \(W({}^1G)=E^0+2E^1-260E^2-4E^3\). The other five rows are treated alike, and the results are recorded as a second table, `racahEnergy`.

```lean
/-- Electrostatic energies of the f² terms in Racah parameters. -/
def racahEnergy (E : Racah) : Term → ℝ
  | .H3 => E.E0 - 9 * E.E3
  | .F3 => E.E0
  | .P3 => E.E0 + 33 * E.E3
  | .I1 => E.E0 + 2 * E.E1 + 70 * E.E2 + 7 * E.E3
  | .G1 => E.E0 + 2 * E.E1 - 260 * E.E2 - 4 * E.E3
  | .D1 => E.E0 + 2 * E.E1 + 286 * E.E2 - 11 * E.E3
  | .S1 => E.E0 + 9 * E.E1
```

The theorem `energy_eq_racahEnergy` states that both tables give the same number for every term and every set of reduced parameters. The proof does not call the coefficient rule: `cases t` produces seven goals, and in each the Racah form is expanded in the \(F_k\) and compared by `ring`.

```lean
/-- The Slater-Condon and Racah forms of every f² term energy agree. -/
theorem energy_eq_racahEnergy (F : Slater) (t : Term) :
    energy F t = racahEnergy (toRacah F) t := by
  cases t <;> simp only [energy, racahEnergy, toRacah] <;> ring
```

The three triplets are \(E^0-9E^3\), \(E^0\) and \(E^0+33E^3\). Subtraction gives
\[
W({}^3F)-W({}^3H)=9E^3,\qquad W({}^3P)-W({}^3F)=33E^3,
\]
so in this model the spacing of the triplets depends on \(E^3\) alone. The proof rewrites all energies in Racah form and subtracts.

```lean
/-- The ³F-³H splitting is `9E³` and the ³P-³F splitting is `33E³`. -/
theorem triplet_splittings (F : Slater) :
    energy F .F3 - energy F .H3 = 9 * (toRacah F).E3 ∧
    energy F .P3 - energy F .F3 = 33 * (toRacah F).E3 := by
  simp only [energy_eq_racahEnergy, racahEnergy]
  constructor <;> ring
```

## State count and centre of gravity

The degeneracies in the order of the list are \(33,21,9,13,9,5,1\), with sum 91, the number of ways to choose two of the fourteen f spin orbitals. In the weighted sum \(\sum_t g_tW(t)\) the coefficient of \(E^0\) is 91, and the others are
\[
E^1:\ 2(13+9+5)+9=63,\qquad E^2:\ 910-2340+1430=0,
\]
\[
E^3:\ -297+297+91-36-55=0 .
\]
Since \(63=91\cdot\tfrac9{13}\), the sum is \(91(E^0+\tfrac9{13}E^1)\). The theorem `barycentre` states the count and this undivided sum; the mean energy per state is \(E^0+\tfrac9{13}E^1\). In the proof, `h` writes a sum over terms as seven summands for any function `g`, and it is applied once to each sum before the arithmetic.

```lean
/-- The terms hold 91 states, and the degeneracy-weighted sum of their energies is
`91 (E⁰ + 9E¹/13)`. -/
theorem barycentre (F : Slater) :
    ∑ t, degeneracy t = 91 ∧
    ∑ t, degeneracy t * energy F t = 91 * ((toRacah F).E0 + 9 / 13 * (toRacah F).E1) := by
  have hu : (univ : Finset Term) = {.H3, .F3, .P3, .I1, .G1, .D1, .S1} := by
    ext t
    cases t <;> simp
  have h : ∀ g : Term → ℝ, ∑ t, g t =
      g .H3 + g .F3 + g .P3 + g .I1 + g .G1 + g .D1 + g .S1 := by
    intro g
    rw [hu]
    simp [add_assoc]
  rw [h, h]
  simp only [energy_eq_racahEnergy, racahEnergy, degeneracy, multiplicity, orbitalL]
  constructor
  · norm_num
  · -- the contributions of E² and E³ cancel in the weighted sum
    push_cast
    ring
```

## Signs of the Racah parameters

The kernel \(r_<^{\,k}/r_>^{\,k+1}\) is positive and does not increase with \(k\), which motivates the ordering \(0<F^6\le F^4\le F^2\). In Lean the ordering is assumed, as `h6`, `h64` and `h42`, and it is not derived from a radial function; parameters obtained from a fit have to be tested against it. Under the ordering \(E^1\) is a sum of positive terms, and
\[
9E^2=\frac{F^2}{225}-\frac{F^4}{363}+\frac{175F^6}{184041}>0,\qquad 3E^3=\frac{F^2}{45}+\frac{6F^4}{1089}-\frac{2275F^6}{184041}>0 .
\]
The first holds because \(F^2/225\ge F^4/225>F^4/363\). The second holds because \(F^2/45\ge F^6/45\) and \(45\cdot2275=102375<184041\). The value of \(F^0\) is free. Each inequality is a positive combination of the three hypotheses, which `linarith` finds.

```lean
/-- If the radial integrals satisfy `0 < F⁶ ≤ F⁴ ≤ F²`, then `E¹, E², E³` are positive. -/
theorem racah_pos (G0 G2 G4 G6 : ℝ) (h6 : 0 < G6) (h64 : G6 ≤ G4) (h42 : G4 ≤ G2) :
    0 < (toRacah (ofIntegrals G0 G2 G4 G6)).E1 ∧ 0 < (toRacah (ofIntegrals G0 G2 G4 G6)).E2 ∧
    0 < (toRacah (ofIntegrals G0 G2 G4 G6)).E3 := by
  simp only [toRacah, ofIntegrals]
  refine ⟨?_, ?_, ?_⟩ <;> linarith
```

A mistake that is easy to make is to drop the distinction between \(F^k\) and \(F_k\), either by feeding integrals into `toRacah` without the reduction or by stating the ordering for the reduced parameters. Take \(F_2=F_4=F_6=x>0\). These values are positive and satisfy \(F_6\le F_4\le F_2\), yet \(E^3=(5+6-91)x/3=-80x/3\). The theorem records \(E^3<0\) for every \(x>0\) and every \(F_0\). The corresponding integrals \(225x\), \(1089x\), \(7361.64x\) increase with \(k\), so `racah_pos` does not apply to them.

```lean
/-- For equal positive reduced parameters `F₂ = F₄ = F₆`, the parameter `E³` is negative. -/
theorem E3_neg_of_equal_reduced (F0 x : ℝ) (hx : 0 < x) :
    (toRacah ⟨F0, x, x, x⟩).E3 < 0 := by
  simp only [toRacah]
  linarith
```

## When \({}^3H\) is lowest

Measured from \({}^3H\), the other six terms lie at
\[
{}^3F:\ 9E^3,\qquad {}^3P:\ 42E^3,\qquad {}^1I:\ 2E^1+70E^2+16E^3,\qquad {}^1S:\ 9E^1+9E^3,
\]
\[
{}^1D:\ 44F_2-48F_4+728F_6,\qquad {}^1G:\ -5F_2+148F_4+91F_6 .
\]
Under the ordering of the integrals the first four are positive, since \(E^1,E^2,E^3>0\). For \({}^1D\), \(F^2\ge F^4\) means \(F_2\ge\tfrac{1089}{225}F_4\), so \(44F_2>48F_4\) and the gap is positive. Only the \({}^1G\) gap remains, and it is positive exactly when
\[
5F_2<148F_4+91F_6 .
\]

The theorem `H3_lowest_iff` reads: for integrals with \(0<F^6\le F^4\le F^2\), the energy of \({}^3H\) is strictly below that of every other term if and only if this inequality holds for the reduced parameters. Hund's first two rules name \({}^3H\) as the ground term of f²; the theorem is narrower, giving the condition on the parameters under which the tabulated one-configuration energies agree with that assignment, and it says nothing about fine-structure levels or other configurations. The forward direction specialises the hypothesis to `.G1` and uses none of the ordering. The backward direction splits into the seven terms: the case of \({}^3H\) itself contradicts `ht`, and the other six go to `linarith` with the energies written directly in the integrals, so `racah_pos` is not invoked.

```lean
/-- If `0 < F⁶ ≤ F⁴ ≤ F²`, the term ³H lies strictly below all other f² terms if and only if
the reduced parameters satisfy `5F₂ < 148F₄ + 91F₆`. -/
theorem H3_lowest_iff (G0 G2 G4 G6 : ℝ) (h6 : 0 < G6) (h64 : G6 ≤ G4) (h42 : G4 ≤ G2) :
    (∀ t, t ≠ Term.H3 →
      energy (ofIntegrals G0 G2 G4 G6) .H3 < energy (ofIntegrals G0 G2 G4 G6) t) ↔
    5 * (ofIntegrals G0 G2 G4 G6).F2 <
      148 * (ofIntegrals G0 G2 G4 G6).F4 + 91 * (ofIntegrals G0 G2 G4 G6).F6 := by
  constructor
  · intro h
    -- the condition is the comparison with ¹G
    have hG := h .G1 (by decide)
    simp only [energy] at hG
    linarith
  · intro h t ht
    simp only [ofIntegrals] at h
    -- every other comparison follows from the ordering of the integrals
    cases t <;> first
      | exact absurd rfl ht
      | (simp only [energy, ofIntegrals]; linarith)

end

end FShellRacah
```

```lean
#print axioms FShellRacah.energy_eq_racahEnergy
#print axioms FShellRacah.triplet_splittings
#print axioms FShellRacah.E3_neg_of_equal_reduced
#print axioms FShellRacah.H3_lowest_iff
```

```
'FShellRacah.energy_eq_racahEnergy' depends on axioms: [propext, Classical.choice, Quot.sound]
'FShellRacah.triplet_splittings' depends on axioms: [propext, Classical.choice, Quot.sound]
'FShellRacah.E3_neg_of_equal_reduced' depends on axioms: [propext, Classical.choice, Quot.sound]
'FShellRacah.H3_lowest_iff' depends on axioms: [propext, Classical.choice, Quot.sound]
```
